# The Maxwell relation ∂N/∂T = ∂S/∂μ for non-interacting fermions in finitely many fixed levels

For non-interacting fermions in finitely many levels of fixed energies eᵢ, with Fermi-Dirac occupations fᵢ, let N = ∑ wᵢfᵢ be the particle number and S = −∑ wᵢ[fᵢ ln fᵢ + (1 − fᵢ) ln(1 − fᵢ)] the entropy. The weights wᵢ may be any real numbers (degeneracies, for example), and the temperature T > 0 is in energy units. `maxwell_relation` states that the derivative of N in T at fixed μ and that of S in μ at fixed T both exist and equal ∑ wᵢfᵢ(1 − fᵢ)(eᵢ − μ)/T². The attempt differentiates level by level, with x = (μ − eᵢ)/T and the occupation written as eˣ/(1 + eˣ). For S it first writes each level's entropy as ln(1 + eˣ) − x fᵢ, so that two terms cancel in the derivative.

In Lean, a first try:

```lean
import Mathlib

open Finset

namespace GrandPotentialDerivatives

noncomputable section

/-- Fermi-Dirac occupation of a level `e` at chemical potential `μ` and temperature `T`
(in energy units). -/
def fermi (e μ T : ℝ) : ℝ := 1 / (1 + Real.exp ((e - μ) / T))

/-- Binary entropy of a level with occupation `p`. -/
def levelEntropy (p : ℝ) : ℝ := -(p * Real.log p + (1 - p) * Real.log (1 - p))

variable {ι : Type*} [Fintype ι]

/-- Weighted sum of the Fermi-Dirac occupations. -/
def particleNumber (w e : ι → ℝ) (μ T : ℝ) : ℝ := ∑ i, w i * fermi (e i) μ T

/-- Weighted sum of the binary entropies of the Fermi-Dirac occupations. -/
def entropy (w e : ι → ℝ) (μ T : ℝ) : ℝ := ∑ i, w i * levelEntropy (fermi (e i) μ T)

/-- The Fermi-Dirac occupation is the Boltzmann factor of the filled level divided by the
partition function of the level. -/
theorem fermi_eq (e μ T : ℝ) :
    fermi e μ T = Real.exp ((μ - e) / T) / (1 + Real.exp ((μ - e) / T)) := by
  have h : (e - μ) / T = -((μ - e) / T) := by ring
  have hy := Real.exp_pos ((μ - e) / T)
  have hc := mul_inv_cancel₀ hy.ne'
  rw [fermi, h, Real.exp_neg, div_eq_div_iff (by positivity) (by positivity)]
  linear_combination -hc

/-- The entropy of a thermally occupied level is the logarithm of its partition function
minus `(μ - e) / T` times its occupation. -/
theorem levelEntropy_fermi (e μ T : ℝ) :
    levelEntropy (fermi e μ T) =
      Real.log (1 + Real.exp ((μ - e) / T)) - (μ - e) / T * fermi e μ T := by
  rw [fermi_eq]
  generalize (μ - e) / T = x
  have hy : 0 < 1 + Real.exp x := by positivity
  have h1 : Real.log (Real.exp x / (1 + Real.exp x)) = x - Real.log (1 + Real.exp x) := by
    rw [Real.log_div (Real.exp_pos x).ne' hy.ne', Real.log_exp]
  have h2 : Real.log (1 - Real.exp x / (1 + Real.exp x)) = -Real.log (1 + Real.exp x) := by
    rw [one_sub_div hy.ne', add_sub_cancel_right, one_div, Real.log_inv]
  rw [levelEntropy, h1, h2]
  ring

/-- Chain rule for the logarithm of the partition function of one level. -/
theorem hasDerivAt_logPartition {x : ℝ → ℝ} {x' t : ℝ} (hx : HasDerivAt x x' t) :
    HasDerivAt (fun s => Real.log (1 + Real.exp (x s)))
      (Real.exp (x t) / (1 + Real.exp (x t)) * x') t := by
  have hy : 0 < 1 + Real.exp (x t) := by positivity
  exact ((hx.exp.const_add 1).log hy.ne').congr_deriv (by ring)

/-- Chain rule for the occupation `p = exp x / (1 + exp x)`: its derivative is
`p (1 - p)` times that of `x`. -/
theorem hasDerivAt_occupation {x : ℝ → ℝ} {x' t : ℝ} (hx : HasDerivAt x x' t) :
    HasDerivAt (fun s => Real.exp (x s) / (1 + Real.exp (x s)))
      (Real.exp (x t) / (1 + Real.exp (x t)) *
        (1 - Real.exp (x t) / (1 + Real.exp (x t))) * x') t := by
  have hy : 0 < 1 + Real.exp (x t) := by positivity
  refine (hx.exp.fun_div (hx.exp.const_add 1) hy.ne').congr_deriv ?_
  rw [one_sub_div hy.ne']
  field_simp

/-- Maxwell relation: the temperature derivative of the particle number and the
chemical-potential derivative of the entropy are the same explicit sum over levels. -/
theorem maxwell_relation (w e : ι → ℝ) (μ : ℝ) {T : ℝ} (hT : 0 < T) :
    HasDerivAt (fun τ => particleNumber w e μ τ)
      (∑ i, w i * (fermi (e i) μ T * (1 - fermi (e i) μ T) * ((e i - μ) / T ^ 2))) T ∧
    HasDerivAt (fun m => entropy w e m T)
      (∑ i, w i * (fermi (e i) μ T * (1 - fermi (e i) μ T) * ((e i - μ) / T ^ 2))) μ := by
  constructor
  · refine HasDerivAt.fun_sum (fun i _ => HasDerivAt.const_mul (w i) ?_)
    have hx : HasDerivAt (fun τ : ℝ => (μ - e i) / τ) ((e i - μ) / T ^ 2) T :=
      ((hasDerivAt_const T (μ - e i)).fun_div (hasDerivAt_id' T) hT.ne').congr_deriv
        (by ring)
    simp only [fermi_eq]
    exact hasDerivAt_occupation hx
  · refine HasDerivAt.fun_sum (fun i _ => HasDerivAt.const_mul (w i) ?_)
    have hx : HasDerivAt (fun m : ℝ => (m - e i) / T) (1 / T) μ :=
      ((hasDerivAt_id' μ).sub_const (e i)).div_const T
    -- the two terms proportional to the occupation itself cancel
    simp only [levelEntropy_fermi, fermi_eq]
    refine ((hasDerivAt_logPartition hx).fun_sub
      (hx.fun_mul (hasDerivAt_occupation hx))).congr_deriv ?_
    ring

end

end GrandPotentialDerivatives
```

The compiler's answer:

```
Main.lean:80:4: error: Type mismatch
  hasDerivAt_occupation hx
has type
  HasDerivAt (fun s => Real.exp ((μ - e i) / s) / (1 + Real.exp ((μ - e i) / s)))
    (Real.exp ((μ - e i) / T) / (1 + Real.exp ((μ - e i) / T)) *
        (1 - Real.exp ((μ - e i) / T) / (1 + Real.exp ((μ - e i) / T))) *
      ((e i - μ) / T ^ 2))
    T
but is expected to have type
  HasDerivAt (fermi (e i) μ)
    (Real.exp ((μ - e i) / T) / (1 + Real.exp ((μ - e i) / T)) *
        (1 - Real.exp ((μ - e i) / T) / (1 + Real.exp ((μ - e i) / T))) *
      ((e i - μ) / T ^ 2))
    T
Main.lean:86:4: error: Type mismatch
  HasDerivAt.congr_deriv
    (HasDerivAt.fun_sub (hasDerivAt_logPartition hx) (HasDerivAt.fun_mul hx (hasDerivAt_occupation hx))) ?m.342
has type
  HasDerivAt
    (fun i_1 =>
      Real.log (1 + Real.exp ((i_1 - e i) / T)) -
        (i_1 - e i) / T * (Real.exp ((i_1 - e i) / T) / (1 + Real.exp ((i_1 - e i) / T))))
    ?m.340 μ
but is expected to have type
  HasDerivAt (fun m => levelEntropy (Real.exp ((m - e i) / T) / (1 + Real.exp ((m - e i) / T))))
    (Real.exp ((μ - e i) / T) / (1 + Real.exp ((μ - e i) / T)) *
        (1 - Real.exp ((μ - e i) / T) / (1 + Real.exp ((μ - e i) / T))) *
      ((e i - μ) / T ^ 2))
    μ
Main.lean:85:15: warning: This simp argument is unused:
  levelEntropy_fermi

Hint: Omit it from the simp argument list.
  [apply] simp only [fermi_eq]

Note: This linter can be disabled with `set_option linter.unusedSimpArgs false`
```

What went wrong. Both errors are type mismatches left by a `simp only` that did not rewrite the goal as intended.

In the first, the function to be differentiated stands in the goal as `fermi (e i) μ`, without its temperature argument. `fermi_eq` speaks of `fermi` with all three arguments, so it rewrote the derivative's value but not the function. The repair leaves the goal alone and uses `fermi_eq` backwards in `h`, turning the exponential quotients there into `fermi`. The function in `h` is then `fermi (e i) μ` applied to its variable, which Lean identifies with `fermi (e i) μ`.

In the second, `simp only` had both lemmas at once and rewrites inner terms first. `fermi_eq` replaced the `fermi` inside `levelEntropy`, and `levelEntropy_fermi`, which needs to see `levelEntropy (fermi …)`, no longer matched; hence the warning that it is unused. With two calls, `levelEntropy_fermi` acts first and `fermi_eq` then rewrites the occupations that remain, which gives the function that the `refine` differentiates.

The mended proof, as a diff:

```diff
@@ -77,11 +77,13 @@
       ((hasDerivAt_const T (μ - e i)).fun_div (hasDerivAt_id' T) hT.ne').congr_deriv
         (by ring)
-    simp only [fermi_eq]
-    exact hasDerivAt_occupation hx
+    have h := hasDerivAt_occupation hx
+    simp only [← fermi_eq] at h
+    exact h
   · refine HasDerivAt.fun_sum (fun i _ => HasDerivAt.const_mul (w i) ?_)
     have hx : HasDerivAt (fun m : ℝ => (m - e i) / T) (1 / T) μ :=
       ((hasDerivAt_id' μ).sub_const (e i)).div_const T
     -- the two terms proportional to the occupation itself cancel
-    simp only [levelEntropy_fermi, fermi_eq]
+    simp only [levelEntropy_fermi]
+    simp only [fermi_eq]
     refine ((hasDerivAt_logPartition hx).fun_sub
       (hx.fun_mul (hasDerivAt_occupation hx))).congr_deriv ?_
```
